# Recomputed Separable Projectors Orthogonal to the Other Channels' Reference States Keep Reference Levels Fixed When the Local Potential Is Augmented

## Reference states, projectors and the augmented Hamiltonian

All operators are complex matrices over a finite orthonormal basis, and the inner product \(\langle x,y\rangle=\sum_i \overline{x_i}\,y_i\) is conjugate-linear in its first argument. A finite set of channels is labelled by \(l\) or \(m\).

- \(H_0\) is a Hermitian one-electron Hamiltonian: the kinetic energy together with a chosen local potential.
- \(\delta V_l\) is the Hermitian correction that turns the local potential into the pseudopotential of channel \(l\).
- \(f_l\) is the reference state of that channel and \(E_l\) its real energy, so that \((H_0+\delta V_l)f_l=E_lf_l\).
- \(A\) is a Hermitian augmentation, which changes the local potential.

The projector function of channel \(l\) and its strength are

\[
g_l=(\delta V_l-A)f_l,\qquad s_l=\langle f_l,g_l\rangle ,
\]

and for nonzero strengths the separable Hamiltonian is

\[
H_A=H_0+A+\sum_l\frac{g_lg_l^*}{s_l}.
\]

The reference states need not be normalised. Replacing \(f_l\) by \(cf_l\) with \(c\neq0\) multiplies both \(g_lg_l^*\) and \(s_l\) by \(|c|^2\), which leaves \(H_A\) unchanged.

## Fixed levels and a free complement

Suppose that \(s_l\neq0\) for every channel and \(\langle g_l,f_m\rangle=0\) whenever \(l\neq m\). Then:

1. \(H_A\) is Hermitian.
2. \(H_Af_m=E_mf_m\) for every channel \(m\).
3. \(H_Ax=(H_0+A)x\) for every \(x\) orthogonal to all \(g_l\).

Since \(s_m\neq0\) forces \(f_m\neq0\), the second item gives true eigenvectors. The third describes the action on certain vectors; it does not say that their span is invariant under \(H_A\).

For separable pseudopotentials in electronic-structure calculations, this means that the local part can be adjusted without moving the reference levels, provided that the projector functions and strengths are recomputed for the new \(A\) and satisfy the stated overlap conditions. The result concerns a finite-dimensional one-electron model in which \(H_0\), the \(\delta V_l\) and the reference states are held fixed.

## Only the other channels can shift a level

Since \((g_lg_l^*)x=\langle g_l,x\rangle g_l\), the action on any vector is

\[
H_Ax=(H_0+A)x+\sum_l\frac{\langle g_l,x\rangle}{s_l}\,g_l .
\]

The third item follows at once. Now set \(x=f_m\). The matrix \(\delta V_m-A\) is Hermitian, so

\[
\langle g_m,f_m\rangle=\langle(\delta V_m-A)f_m,f_m\rangle
=\langle f_m,(\delta V_m-A)f_m\rangle=s_m .
\]

The term \(l=m\) therefore has coefficient one and contributes exactly \(g_m\). This restores the reference potential:

\[
(H_0+A)f_m+g_m=(H_0+\delta V_m)f_m=E_mf_m .
\]

What remains is the residual

\[
H_Af_m-E_mf_m=\sum_{l\neq m}\frac{\langle g_l,f_m\rangle}{s_l}\,g_l ,
\]

which vanishes when the cross overlaps do. The same Hermiticity argument gives \(\overline{s_l}=\langle g_l,f_l\rangle=s_l\). The strengths are thus real, each \(g_lg_l^*/s_l\) is Hermitian, and so is \(H_A\).

## Cross overlaps: necessity and symmetry

If the \(g_l\) are linearly independent and \(H_Af_m=E_mf_m\), the residual is a vanishing combination of independent vectors. Each coefficient \(\langle g_l,f_m\rangle/s_l\) with \(l\neq m\) is then zero, and hence so is each cross overlap.

A symmetry can supply the orthogonality. Let a Hermitian \(K\) commute with \(A\) and all \(\delta V_l\), and let \(Kf_l=\kappa_lf_l\) with distinct real \(\kappa_l\). Then

\[
Kg_l=(\delta V_l-A)Kf_l=\kappa_lg_l,
\]

\[
\kappa_l\langle g_l,f_m\rangle=\langle Kg_l,f_m\rangle
=\langle g_l,Kf_m\rangle=\kappa_m\langle g_l,f_m\rangle ,
\]

so \((\kappa_l-\kappa_m)\langle g_l,f_m\rangle=0\), and the overlap vanishes for \(l\neq m\). For a spherical atom with a spherically symmetric \(A\), in a basis of functions with definite angular momentum, the squared orbital angular momentum can serve as \(K\) and separates channels of different angular momentum. Channels that share its eigenvalue need another distinguishing operator or a direct check of the overlaps.

## A middle level that moves with the augmentation

Number the three basis vectors \(e_0,e_1,e_2\) and the two channels \(0,1\). Take \(H_0=\mathrm{diag}(0,2,0)\), let \(A\) couple \(e_0\) and \(e_1\) with real strength \(t\), and choose

\[
\delta V_0=\mathrm{diag}(1,0,0),\quad \delta V_1=\mathrm{diag}(0,0,3),\quad f_0=e_0,\quad f_1=e_2 .
\]

The reference energies are \(1\) and \(3\). The projector functions are \(g_0=(1,-t,0)\) and \(g_1=(0,0,3)\), with strengths \(1\) and \(3\), and both cross overlaps vanish. With unit vectors \(\hat g_l=g_l/\|g_l\|\), the separable terms are \((1+t^2)\hat g_0\hat g_0^*\) and \(3\,\hat g_1\hat g_1^*\). In the block of \(e_0\) and \(e_1\),

\[
\begin{pmatrix}0&t\\t&2\end{pmatrix}+\begin{pmatrix}1&-t\\-t&t^2\end{pmatrix}
=\begin{pmatrix}1&0\\0&2+t^2\end{pmatrix},
\]

and the last diagonal entry is \(9/3=3\). Thus \(H_A=\mathrm{diag}(1,2+t^2,3)\): the reference levels stay put while the middle entry moves, passing above \(3\) when \(|t|>1\).

## The physical objects in Lean

The finite types `n` and `L` index basis functions and channels. A state has type `n → ℂ`, `*ᵥ` applies a matrix to it, and `star x ⬝ᵥ y` is \(\langle x,y\rangle\). The definitions `projector`, `strength` and `hamiltonian` are \(g_l\), \(s_l\) and \(H_A\), with `dV` for \(\delta V\). The type `E : L → ℝ` makes the reference energies real.

In `designed_nonlocal`, the hypotheses `hH`, `hA` and `hdV` express Hermiticity, and `hE` is the reference eigenvalue equation. The condition `hs` says that each channel's potential difference has a nonzero expectation value in its reference state, so the separable term can be scaled to reproduce the action of that difference on the state. The condition `horth` says that no projector acts on another channel's reference state. Its conclusion is the conjunction of the three items above.

Nothing requires `A` to be local in space: any Hermitian matrix is allowed. The reference states are given, so their pseudization and norm conservation are not treated. Nor does the theorem locate \(E_m\) within the spectrum or exclude ghost states. A non-orthogonal basis can be orthonormalised before the theorem is applied; self-consistent changes of the potential are not treated.

```lean
import Mathlib

open Matrix

namespace DesignedNonlocalPseudopotential

noncomputable section

variable {n L : Type*} [Fintype n] [Fintype L]

/-- The projector function `g_l = (dV_l - A) f_l` of channel `l`, for the augmentation `A` of the
local potential. -/
def projector (A : Matrix n n ℂ) (dV : L → Matrix n n ℂ) (f : L → n → ℂ) (l : L) : n → ℂ :=
  (dV l - A) *ᵥ f l

/-- The overlap `⟨f_l, g_l⟩` of a reference state with its own projector function. -/
def strength (A : Matrix n n ℂ) (dV : L → Matrix n n ℂ) (f : L → n → ℂ) (l : L) : ℂ :=
  star (f l) ⬝ᵥ projector A dV f l

/-- The separable Hamiltonian `H_A = H0 + A + ∑ g_l g_l* / ⟨f_l, g_l⟩`, meant for nonzero
overlaps `⟨f_l, g_l⟩`. -/
def hamiltonian (H0 A : Matrix n n ℂ) (dV : L → Matrix n n ℂ) (f : L → n → ℂ) :
    Matrix n n ℂ :=
  H0 + A + ∑ l, (strength A dV f l)⁻¹ •
    vecMulVec (projector A dV f l) (star (projector A dV f l))

/-- A Hermitian matrix can be moved from one side of the inner product to the other. -/
theorem hermitian_move {B : Matrix n n ℂ} (hB : B.IsHermitian) (x y : n → ℂ) :
    star (B *ᵥ x) ⬝ᵥ y = star x ⬝ᵥ (B *ᵥ y) := by
  rw [Matrix.star_mulVec, hB.eq, ← Matrix.dotProduct_mulVec]

/-- On any vector `x`, `H_A` acts as `H0 + A` plus the projector functions `g_l` weighted by
`⟨g_l, x⟩ / ⟨f_l, g_l⟩`, for nonzero `⟨f_l, g_l⟩`. -/
theorem hamiltonian_mulVec (H0 A : Matrix n n ℂ) (dV : L → Matrix n n ℂ) (f : L → n → ℂ)
    (x : n → ℂ) :
    hamiltonian H0 A dV f *ᵥ x = (H0 + A) *ᵥ x +
      ∑ l, ((star (projector A dV f l) ⬝ᵥ x) / strength A dV f l) • projector A dV f l := by
  classical
  have hsum : ∀ (M : L → Matrix n n ℂ) (s : Finset L),
      (∑ l ∈ s, M l) *ᵥ x = ∑ l ∈ s, M l *ᵥ x := by
    intro M s
    induction s using Finset.induction_on with
    | empty => simp
    | insert a s ha ih => rw [Finset.sum_insert ha, Finset.sum_insert ha, Matrix.add_mulVec, ih]
  rw [hamiltonian, Matrix.add_mulVec, hsum]
  congr 1
  refine Finset.sum_congr rfl fun l _ => ?_
  -- a single rank-one term
  ext i
  simp only [Matrix.mulVec, dotProduct, Matrix.smul_apply, Matrix.vecMulVec_apply,
    Pi.smul_apply, smul_eq_mul, div_eq_mul_inv, Finset.sum_mul]
  refine Finset.sum_congr rfl fun j _ => ?_
  ring

/-- For Hermitian `A` and `dV_l`, nonzero `⟨f_l, g_l⟩` and `(H0 + dV_m) f_m = E_m f_m`, the error
`H_A f_m - E_m f_m` consists only of the projector functions of the other channels. -/
theorem residual [DecidableEq L] {H0 A : Matrix n n ℂ} {dV : L → Matrix n n ℂ}
    {f : L → n → ℂ} {E : L → ℝ} (hA : A.IsHermitian) (hdV : ∀ l, (dV l).IsHermitian)
    (hs : ∀ l, strength A dV f l ≠ 0) (m : L)
    (hE : (H0 + dV m) *ᵥ f m = (E m : ℂ) • f m) :
    hamiltonian H0 A dV f *ᵥ f m - (E m : ℂ) • f m =
      ∑ l ∈ Finset.univ.erase m,
        ((star (projector A dV f l) ⬝ᵥ f m) / strength A dV f l) • projector A dV f l := by
  have hself : star (projector A dV f m) ⬝ᵥ f m = strength A dV f m :=
    hermitian_move ((hdV m).sub hA) (f m) (f m)
  -- the projector function of channel m restores the reference potential
  have hrestore : (H0 + A) *ᵥ f m + projector A dV f m = (E m : ℂ) • f m := by
    rw [← hE]
    simp only [projector, Matrix.add_mulVec, Matrix.sub_mulVec]
    abel
  have hsplit := Finset.add_sum_erase Finset.univ
    (fun l => ((star (projector A dV f l) ⬝ᵥ f m) / strength A dV f l) • projector A dV f l)
    (Finset.mem_univ m)
  simp only [hself, div_self (hs m), one_smul] at hsplit
  rw [hamiltonian_mulVec, ← hsplit, ← hrestore]
  abel

/-- Let `H0`, `A`, `dV_l` be Hermitian, `(H0 + dV_l) f_l = E_l f_l`, `⟨f_l, g_l⟩ ≠ 0`, and
`⟨g_l, f_m⟩ = 0` between different channels. Then `H_A` is Hermitian, has every `f_m` as
eigenvector with eigenvalue `E_m`, and acts as `H0 + A` on vectors orthogonal to all `g_l`. -/
theorem designed_nonlocal {H0 A : Matrix n n ℂ} {dV : L → Matrix n n ℂ}
    {f : L → n → ℂ} {E : L → ℝ} (hH : H0.IsHermitian) (hA : A.IsHermitian)
    (hdV : ∀ l, (dV l).IsHermitian) (hE : ∀ l, (H0 + dV l) *ᵥ f l = (E l : ℂ) • f l)
    (hs : ∀ l, strength A dV f l ≠ 0)
    (horth : ∀ l m, l ≠ m → star (projector A dV f l) ⬝ᵥ f m = 0) :
    (hamiltonian H0 A dV f).IsHermitian ∧
    (∀ m, hamiltonian H0 A dV f *ᵥ f m = (E m : ℂ) • f m) ∧
    (∀ x, (∀ l, star (projector A dV f l) ⬝ᵥ x = 0) →
      hamiltonian H0 A dV f *ᵥ x = (H0 + A) *ᵥ x) := by
  classical
  refine ⟨?_, fun m => ?_, fun x hx => ?_⟩
  · -- the strengths are real, so each rank-one term is Hermitian
    have hreal : ∀ l, star (strength A dV f l) = strength A dV f l := fun l =>
      (Matrix.star_dotProduct (projector A dV f l) (f l)).symm.trans
        (hermitian_move ((hdV l).sub hA) (f l) (f l))
    rw [Matrix.IsHermitian, hamiltonian, Matrix.conjTranspose_add, Matrix.conjTranspose_add,
      Matrix.conjTranspose_sum, hH.eq, hA.eq]
    congr 1
    refine Finset.sum_congr rfl fun l _ => ?_
    ext i j
    simp only [Matrix.conjTranspose_apply, Matrix.smul_apply, Matrix.vecMulVec_apply,
      Pi.star_apply, smul_eq_mul, star_mul', star_star, star_inv₀, hreal]
    ring
  · refine sub_eq_zero.mp ((residual hA hdV hs m (hE m)).trans ?_)
    refine Finset.sum_eq_zero fun l hl => ?_
    rw [horth l m (Finset.ne_of_mem_erase hl), zero_div, zero_smul]
  · rw [hamiltonian_mulVec]
    simp [hx]

/-- Let `A`, `dV_l` be Hermitian, `⟨f_l, g_l⟩ ≠ 0`, `(H0 + dV_m) f_m = E_m f_m`, and the `g_l`
linearly independent. If `H_A f_m = E_m f_m`, then `f_m` is orthogonal to the projector functions
of all other channels. -/
theorem orthogonality_necessary {H0 A : Matrix n n ℂ} {dV : L → Matrix n n ℂ}
    {f : L → n → ℂ} {E : L → ℝ} (hA : A.IsHermitian) (hdV : ∀ l, (dV l).IsHermitian)
    (hs : ∀ l, strength A dV f l ≠ 0) (hli : LinearIndependent ℂ (projector A dV f)) (m : L)
    (hE : (H0 + dV m) *ᵥ f m = (E m : ℂ) • f m)
    (hkeep : hamiltonian H0 A dV f *ᵥ f m = (E m : ℂ) • f m) (l : L) (hl : l ≠ m) :
    star (projector A dV f l) ⬝ᵥ f m = 0 := by
  classical
  have h0 := (residual hA hdV hs m hE).symm.trans (sub_eq_zero.mpr hkeep)
  have h1 := linearIndependent_iff'.mp hli _ _ h0 l
    (Finset.mem_erase.mpr ⟨hl, Finset.mem_univ l⟩)
  exact (div_eq_zero_iff.mp h1).resolve_right (hs l)

omit [Fintype L] in
/-- If a Hermitian `K` commutes with `A` and all `dV_l`, and the `f_l` are eigenvectors of `K`
with distinct eigenvalues, then `⟨g_l, f_m⟩ = 0` between different channels. -/
theorem orthogonal_of_symmetry {K A : Matrix n n ℂ} {dV : L → Matrix n n ℂ}
    {f : L → n → ℂ} {κ : L → ℝ} (hK : K.IsHermitian) (hKA : Commute K A)
    (hKV : ∀ l, Commute K (dV l)) (hf : ∀ l, K *ᵥ f l = (κ l : ℂ) • f l)
    (hκ : Function.Injective κ) (l m : L) (hlm : l ≠ m) :
    star (projector A dV f l) ⬝ᵥ f m = 0 := by
  -- the projector function carries the same quantum number as its reference state
  have hg : K *ᵥ projector A dV f l = (κ l : ℂ) • projector A dV f l := by
    rw [projector, Matrix.mulVec_mulVec, ((hKV l).sub_right hKA).eq, ← Matrix.mulVec_mulVec,
      hf, Matrix.mulVec_smul]
  have h := hermitian_move hK (projector A dV f l) (f m)
  rw [hg, hf, star_smul, smul_dotProduct, dotProduct_smul] at h
  simp only [Complex.star_def, Complex.conj_ofReal, smul_eq_mul] at h
  have hne : (κ l : ℂ) - κ m ≠ 0 :=
    sub_ne_zero.mpr fun e => hlm (hκ (Complex.ofReal_injective e))
  refine (mul_eq_zero.mp ?_).resolve_left hne
  linear_combination h

/-- Model Hamiltonian with three basis functions. -/
def modelH0 : Matrix (Fin 3) (Fin 3) ℂ := !![0, 0, 0; 0, 2, 0; 0, 0, 0]

/-- Model augmentation, coupling the first two basis functions with strength `t`. -/
def modelA (t : ℝ) : Matrix (Fin 3) (Fin 3) ℂ := !![0, (t : ℂ), 0; (t : ℂ), 0, 0; 0, 0, 0]

/-- Model corrections of the two channels. -/
def modelV : Fin 2 → Matrix (Fin 3) (Fin 3) ℂ :=
  ![!![1, 0, 0; 0, 0, 0; 0, 0, 0], !![0, 0, 0; 0, 0, 0; 0, 0, 3]]

/-- Model reference states: the first and the third basis function. -/
def modelF : Fin 2 → Fin 3 → ℂ := ![![1, 0, 0], ![0, 0, 1]]

/-- For every real `t` the two-channel model meets the hypotheses of `designed_nonlocal` with
reference energies 1 and 3, and its `H_A` is diagonal with entries `1`, `2 + t ^ 2`, `3`. -/
theorem designed_nonlocal_witness (t : ℝ) :
    modelH0.IsHermitian ∧ (modelA t).IsHermitian ∧ (∀ l, (modelV l).IsHermitian) ∧
    (∀ l, (modelH0 + modelV l) *ᵥ modelF l = (((![1, 3] : Fin 2 → ℝ) l : ℝ) : ℂ) • modelF l) ∧
    (∀ l, strength (modelA t) modelV modelF l ≠ 0) ∧
    (∀ l m, l ≠ m → star (projector (modelA t) modelV modelF l) ⬝ᵥ modelF m = 0) ∧
    hamiltonian modelH0 (modelA t) modelV modelF =
      !![1, 0, 0; 0, 2 + (t : ℂ) ^ 2, 0; 0, 0, 3] := by
  have g0 : projector (modelA t) modelV modelF 0 = ![1, -(t : ℂ), 0] := by
    ext i
    fin_cases i <;>
      simp [projector, modelA, modelV, modelF, Matrix.mulVec, dotProduct, Fin.sum_univ_succ]
  have g1 : projector (modelA t) modelV modelF 1 = ![0, 0, 3] := by
    ext i
    fin_cases i <;>
      simp [projector, modelA, modelV, modelF, Matrix.mulVec, dotProduct, Fin.sum_univ_succ]
  have s0 : strength (modelA t) modelV modelF 0 = 1 := by
    rw [strength, g0]
    simp [modelF, dotProduct, Fin.sum_univ_succ]
  have s1 : strength (modelA t) modelV modelF 1 = 3 := by
    rw [strength, g1]
    simp [modelF, dotProduct, Fin.sum_univ_succ]
  refine ⟨?_, ?_, ?_, ?_, ?_, ?_, ?_⟩
  · ext i j
    fin_cases i <;> fin_cases j <;> simp [modelH0]
  · ext i j
    fin_cases i <;> fin_cases j <;> simp [modelA]
  · intro l
    ext i j
    fin_cases l <;> fin_cases i <;> fin_cases j <;> simp [modelV]
  · intro l
    ext i
    fin_cases l <;> fin_cases i <;>
      simp [modelH0, modelV, modelF, Matrix.mulVec, dotProduct, Fin.sum_univ_succ]
  · exact Fin.forall_fin_two.mpr ⟨by simp [s0], by simp [s1]⟩
  · have o01 : star (projector (modelA t) modelV modelF 0) ⬝ᵥ modelF 1 = 0 := by
      rw [g0]
      simp [modelF, dotProduct, Fin.sum_univ_succ]
    have o10 : star (projector (modelA t) modelV modelF 1) ⬝ᵥ modelF 0 = 0 := by
      rw [g1]
      simp [modelF, dotProduct, Fin.sum_univ_succ]
    exact Fin.forall_fin_two.mpr
      ⟨Fin.forall_fin_two.mpr ⟨fun h => absurd rfl h, fun _ => o01⟩,
        Fin.forall_fin_two.mpr ⟨fun _ => o10, fun h => absurd rfl h⟩⟩
  · rw [hamiltonian, Fin.sum_univ_two, g0, g1, s0, s1]
    ext i j
    -- pass to matrix entries before inserting the numbers
    simp only [Matrix.add_apply, Matrix.smul_apply, Matrix.vecMulVec_apply, Pi.star_apply,
      smul_eq_mul]
    fin_cases i <;> fin_cases j <;> simp [modelH0, modelA]
    ring

end

end DesignedNonlocalPseudopotential
```

```lean
#print axioms DesignedNonlocalPseudopotential.designed_nonlocal
#print axioms DesignedNonlocalPseudopotential.orthogonality_necessary
#print axioms DesignedNonlocalPseudopotential.orthogonal_of_symmetry
```

```
'DesignedNonlocalPseudopotential.designed_nonlocal' depends on axioms: [propext, Classical.choice, Quot.sound]
'DesignedNonlocalPseudopotential.orthogonality_necessary' depends on axioms: [propext, Classical.choice, Quot.sound]
'DesignedNonlocalPseudopotential.orthogonal_of_symmetry' depends on axioms: [propext, Classical.choice, Quot.sound]
```

## From the residual identity to the theorems

`hermitian_move` transfers a Hermitian matrix across the inner product. `hamiltonian_mulVec` gives the action of \(H_A\) on a general vector: an induction over the channels distributes the sum of matrices over the vector, and a comparison of components handles each rank-one term.

In `residual`, `hself` is the identity \(\langle g_m,f_m\rangle=s_m\), and `hrestore` is the restoration of the reference potential. `Finset.add_sum_erase` separates channel `m` from the rest, `div_self (hs m)` turns its coefficient into one, and `abel` cancels the common vectors. \(H_0\) need not be Hermitian here; that assumption enters only for the Hermiticity of \(H_A\).

`designed_nonlocal` proves its three conclusions in order. For the first, `hreal` shows that the strengths are real, and the rank-one terms are compared entry by entry with their adjoints. For the second, `horth` makes every term of the residual zero. For the third, the assumed orthogonality `hx` removes all projector terms from the general action.

`orthogonality_necessary` equates the residual to zero and reads off its coefficients with `linearIndependent_iff'`; the nonzero strength then leaves only a vanishing overlap. In `orthogonal_of_symmetry`, `hg` shows that \(g_l\) carries the quantum number \(\kappa_l\). Moving `K` across the inner product gives `h`, from which `linear_combination h` obtains the product \((\kappa_l-\kappa_m)\langle g_l,f_m\rangle=0\).

Finally, `designed_nonlocal_witness` computes the two projector functions and strengths of the model, checks every hypothesis for all real `t`, and evaluates \(H_A\) entry by entry.
